# Truncating at high energy the integral over two cancelling Lorentzian lines of equal width leaves a spurious orbital moment that falls as the inverse square of the cutoff

## Two lines and a cutoff

Photon energies \(E\) are real numbers measured from the first of two absorption lines. The second line lies at \(D\), and the integration stops at the cutoff \(C\). All widths are half-widths at half maximum.

```lean
import Mathlib

open Real MeasureTheory Filter Set
open scoped Topology

namespace DichroismTruncation

noncomputable section
```

A line centred at \(e\) with half-width \(g>0\) has the profile

\[
L_{g,e}(E)=\frac{g}{\pi\,[(E-e)^2+g^2]} .
\]

The prefactor gives it unit area, so a coefficient in front of it is the area of the line. In Lean this is `lorentzian g e E`. The definition accepts any real `g`, and the theorems add the hypothesis that it is positive.

```lean
/-- Lorentzian line of unit area centred at energy `e`, with half-width `g > 0`,
evaluated at photon energy `E`. -/
def lorentzian (g e E : ℝ) : ℝ := g / (π * ((E - e) ^ 2 + g ^ 2))
```

The dichroic signal has area \(A\) at energy \(0\) and area \(-A\) at energy \(D\). The two half-widths \(g\) and \(h\) are kept separate, and equal widths are the case `dichroism A D g g`:

\[
\Delta(E)=A\,L_{g,0}(E)-A\,L_{h,D}(E).
\]

```lean
/-- Dichroic signal of two lines: area `A` at energy `0` with half-width `g > 0`, and
area `-A` at energy `D` with half-width `h > 0`. -/
def dichroism (A D g h E : ℝ) : ℝ := A * lorentzian g 0 E - A * lorentzian h D E
```

In X-ray magnetic circular dichroism, the orbital sum rule makes the integral of the signal over both edges of a spin–orbit pair proportional to the orbital moment of the valence shell. The proportionality constant, including its sign convention, is left out here, and only the integral is studied. Up to the cutoff it is

\[
T_{g,h}(C)=\int_{-\infty}^{C}\Delta(E)\,dE .
\]

`Iic C` is the half-line \((-\infty,C]\), and the integral is a Lebesgue integral. The model has no background, no edge step and no lower cutoff.

```lean
/-- The dichroic signal integrated from minus infinity up to the cutoff energy `C`. -/
def truncatedIntegral (A D g h C : ℝ) : ℝ := ∫ E in Iic C, dichroism A D g h E
```

## The area of one line below the cutoff

Dividing numerator and denominator by \(g^2\) expresses the profile in the reduced energy \((E-e)/g\):

\[
L_{g,e}(E)=\frac{1}{\pi g}\,\frac{1}{1+\left(\frac{E-e}{g}\right)^2}.
\]

```lean
/-- A Lorentzian of half-width `g > 0` written in the reduced energy `(E - e) / g`. -/
theorem lorentzian_reduced {g : ℝ} (hg : 0 < g) (e E : ℝ) :
    lorentzian g e E = 1 / (π * g) * (1 + ((E - e) / g) ^ 2)⁻¹ := by
  have key : 1 + ((E - e) / g) ^ 2 = ((E - e) ^ 2 + g ^ 2) / g ^ 2 := by
    rw [div_pow, add_div, div_self (pow_ne_zero 2 hg.ne'), add_comm]
  have hQ : (E - e) ^ 2 + g ^ 2 ≠ 0 := by positivity
  rw [lorentzian, key]
  field_simp
```

This is the derivative of an arctangent step. By the chain rule,

\[
\frac{d}{dE}\,\frac{1}{\pi}\arctan\frac{E-e}{g}=\frac{1}{\pi g}\,\frac{1}{1+\left(\frac{E-e}{g}\right)^2}=L_{g,e}(E).
\]

```lean
/-- For `g > 0` the arctangent step is an antiderivative of the Lorentzian line. -/
theorem hasDerivAt_step {g : ℝ} (hg : 0 < g) (e E : ℝ) :
    HasDerivAt (fun x => arctan ((x - e) / g) / π) (lorentzian g e E) E := by
  have h := ((((hasDerivAt_id' E).sub_const e).div_const g).arctan).div_const π
  refine h.congr_deriv ?_
  rw [lorentzian_reduced hg]
  ring
```

The function \(1/(1+x^2)\) is integrable over the real line, and rescaling, shifting and multiplying by a constant preserve this. Integrability has to be established separately because Mathlib gives the integral of a non-integrable function the value zero, which would make a vanishing total area meaningless.

```lean
/-- A Lorentzian line of half-width `g > 0` is integrable over all energies. -/
theorem integrable_lorentzian {g : ℝ} (hg : 0 < g) (e : ℝ) :
    Integrable (lorentzian g e) := by
  have h := ((integrable_inv_one_add_sq.comp_div hg.ne').comp_sub_right e).const_mul
    (1 / (π * g))
  exact h.congr (ae_of_all _ fun x => (lorentzian_reduced hg e x).symm)
```

The step tends to \(-\tfrac12\) at \(-\infty\) and to \(+\tfrac12\) at \(+\infty\). The fundamental theorem of calculus on unbounded intervals therefore gives

\[
\int_{-\infty}^{C}L_{g,e}(E)\,dE=\frac12+\frac1\pi\arctan\frac{C-e}{g},\qquad \int_{-\infty}^{\infty}L_{g,e}(E)\,dE=1 .
\]

In the proof, `lbot` and `ltop` are the two limits of the step.

```lean
/-- The area of a Lorentzian line of half-width `g > 0` below the cutoff `C` is an
arctangent step, and its area over all energies is one. -/
theorem lorentzian_area {g : ℝ} (hg : 0 < g) (e : ℝ) :
    (∀ C, ∫ E in Iic C, lorentzian g e E = 1 / 2 + arctan ((C - e) / g) / π) ∧
      ∫ E, lorentzian g e E = 1 := by
  have hpi : π / 2 / π = 1 / 2 := by field_simp
  have top : Tendsto (fun x : ℝ => x - e) atTop atTop :=
    (tendsto_atTop_add_const_right atTop (-e) tendsto_id).congr
      fun x => (sub_eq_add_neg x e).symm
  have bot : Tendsto (fun x : ℝ => x - e) atBot atBot :=
    (tendsto_atBot_add_const_right atBot (-e) tendsto_id).congr
      fun x => (sub_eq_add_neg x e).symm
  have ltop : Tendsto (fun x => arctan ((x - e) / g) / π) atTop (𝓝 (1 / 2)) := by
    have h := ((tendsto_arctan_atTop.mono_right nhdsWithin_le_nhds).comp
      (top.atTop_div_const hg)).div_const π
    rwa [hpi] at h
  have lbot : Tendsto (fun x => arctan ((x - e) / g) / π) atBot (𝓝 (-(1 / 2))) := by
    have h := ((tendsto_arctan_atBot.mono_right nhdsWithin_le_nhds).comp
      (bot.atBot_div_const hg)).div_const π
    rwa [neg_div, hpi] at h
  constructor
  · intro C
    rw [integral_Iic_of_hasDerivAt_of_tendsto' (fun x _ => hasDerivAt_step hg e x)
      (integrable_lorentzian hg e).integrableOn lbot]
    ring
  · rw [integral_of_hasDerivAt_of_tendsto (hasDerivAt_step hg e)
      (integrable_lorentzian hg e) lbot ltop]
    norm_num
```

Since both lines are integrable, the truncated integral splits into a difference of two such areas:

\[
T_{g,h}(C)=A\int_{-\infty}^{C}L_{g,0}(E)\,dE-A\int_{-\infty}^{C}L_{h,D}(E)\,dE .
\]

```lean
/-- The truncated dichroic integral is the difference of the two line areas below the
cutoff, for positive half-widths. -/
theorem truncatedIntegral_eq {g h : ℝ} (hg : 0 < g) (hh : 0 < h) (A D C : ℝ) :
    truncatedIntegral A D g h C =
      A * (∫ E in Iic C, lorentzian g 0 E) - A * ∫ E in Iic C, lorentzian h D E := by
  simp only [truncatedIntegral, dichroism]
  rw [integral_sub ((integrable_lorentzian hg 0).const_mul A).integrableOn
    ((integrable_lorentzian hh D).const_mul A).integrableOn,
    integral_const_mul, integral_const_mul]
```

## Equal widths: a positive remainder

Let \(h=g\) and write \(F(x)=\frac1\pi\arctan(x/g)\). The constants \(\tfrac12\) cancel, and the second step is the first one shifted by \(D\), so

\[
T_{g,g}(C)=A\,[F(C)-F(C-D)].
\]

For \(D>0\) the mean value theorem supplies an energy \(c\) with \(C-D<c<C\) and

\[
T_{g,g}(C)=A\,D\,L_{g,0}(c).
\]

`exists_hasDerivAt_eq_slope` is the mean value theorem, `rw` inserts the two arctangent areas, and `linear_combination` then obtains the result from the mean value equation.

```lean
/-- For equal half-widths `g > 0` and splitting `D > 0`, the truncated integral is `A * D` times the
unit-area line centred at zero energy, evaluated somewhere between `C - D` and `C`. -/
theorem truncatedIntegral_mean {g D : ℝ} (hg : 0 < g) (hD : 0 < D) (A C : ℝ) :
    ∃ c, C - D < c ∧ c < C ∧ truncatedIntegral A D g g C = A * D * lorentzian g 0 c := by
  obtain ⟨c, hc, h⟩ := exists_hasDerivAt_eq_slope
    (fun x => arctan ((x - 0) / g) / π) (lorentzian g 0) (show C - D < C by linarith)
    (fun x _ => (hasDerivAt_step hg 0 x).continuousAt.continuousWithinAt)
    (fun x _ => hasDerivAt_step hg 0 x)
  refine ⟨c, hc.1, hc.2, ?_⟩
  rw [sub_sub_cancel, eq_div_iff hD.ne'] at h
  rw [truncatedIntegral_eq hg hg, (lorentzian_area hg 0).1, (lorentzian_area hg D).1]
  simp only [sub_zero] at h ⊢
  linear_combination (-A) * h
```

If \(C\ge D\), the whole interval from \(C-D\) to \(C\) lies at non-negative energies, where the central line decreases. From \((C-D)^2<c^2<C^2\) it follows, for \(A>0\), that

\[
A\,D\,L_{g,0}(C)<T_{g,g}(C)<A\,D\,L_{g,D}(C).
\]

The upper bound uses \(L_{g,0}(C-D)=L_{g,D}(C)\). In the code, `nlinarith` compares the squares, and the surrounding lemmas carry the inequality through the reciprocal and the positive factors.

```lean
/-- For `A, D, g > 0` and a cutoff `C ≥ D`, the truncated integral lies strictly between
`A * D` times the two unit-area line profiles at the cutoff. -/
theorem truncatedIntegral_bounds {A D g C : ℝ} (hA : 0 < A) (hD : 0 < D) (hg : 0 < g)
    (hC : D ≤ C) :
    A * D * lorentzian g 0 C < truncatedIntegral A D g g C ∧
      truncatedIntegral A D g g C < A * D * lorentzian g D C := by
  obtain ⟨c, h1, h2, h⟩ := truncatedIntegral_mean hg hD A C
  rw [h]
  constructor
  · refine mul_lt_mul_of_pos_left ?_ (mul_pos hA hD)
    unfold lorentzian
    exact div_lt_div_of_pos_left hg (by positivity)
      (mul_lt_mul_of_pos_left (by nlinarith) pi_pos)
  · refine mul_lt_mul_of_pos_left ?_ (mul_pos hA hD)
    unfold lorentzian
    exact div_lt_div_of_pos_left hg (by positivity)
      (mul_lt_mul_of_pos_left (by nlinarith) pi_pos)
```

The smallest cutoff allowed here is \(C=D\), exactly on the second line. There \(T_{g,g}(D)=\frac{A}{\pi}\arctan(D/g)\), and with \(x=D/g\) the bounds become the familiar inequality \(x/(1+x^2)<\arctan x<x\).

## The quadratic law

With \(t=1/C\), the scaled profile is

\[
C^2L_{g,e}(C)=\frac{g}{\pi\,[(1-et)^2+(gt)^2]} .
\]

The right-hand side is continuous at \(t=0\) and equals \(g/\pi\) there. Letting \(C\to\infty\) gives the limit \(g/\pi\), whatever the centre \(e\).

```lean
/-- Far from its centre a Lorentzian of half-width `g > 0` falls off as `g / (π C ^ 2)`. -/
theorem lorentzian_tail {g : ℝ} (hg : 0 < g) (e : ℝ) :
    Tendsto (fun C => C ^ 2 * lorentzian g e C) atTop (𝓝 (g / π)) := by
  -- in the variable t = 1 / C the scaled profile is continuous at t = 0
  have hc : ContinuousAt (fun t : ℝ => g / (π * ((1 - e * t) ^ 2 + (g * t) ^ 2))) 0 :=
    ContinuousAt.div (by fun_prop) (by fun_prop) (by simp [pi_ne_zero])
  have h := hc.tendsto.comp (tendsto_inv_atTop_zero (𝕜 := ℝ))
  have h0 : g / (π * ((1 - e * 0) ^ 2 + (g * 0) ^ 2)) = g / π := by simp
  rw [h0] at h
  refine h.congr' ?_
  filter_upwards [eventually_gt_atTop 0] with C hC
  have hQ : (C - e) ^ 2 + g ^ 2 ≠ 0 := by positivity
  have key : (1 - e * C⁻¹) ^ 2 + (g * C⁻¹) ^ 2 = ((C - e) ^ 2 + g ^ 2) / C ^ 2 := by
    field_simp
  simp only [Function.comp_apply, lorentzian, key]
  field_simp
```

The main theorem assumes \(A,D,g>0\) and makes three statements. First, the integral over all energies is \(A-A=0\), so the sum rule assigns this spectrum no orbital moment. Second, \(T_{g,g}(C)>0\) for every real \(C\), including cutoffs below or between the lines, because \(A\), \(D\) and \(L_{g,0}(c)\) are all positive. Third, multiplying the bounds by \(C^2\) gives, for \(C\ge D\),

\[
A\,D\,C^2L_{g,0}(C)<C^2\,T_{g,g}(C)<A\,D\,C^2L_{g,D}(C).
\]

Both outer expressions tend to \(ADg/\pi\), hence

\[
\lim_{C\to\infty}C^2\,T_{g,g}(C)=\frac{A\,g\,D}{\pi}.
\]

The limit is written with `Tendsto`, where `atTop` stands for \(C\to\infty\). The restriction to \(C\ge D\) enters through `eventually_ge_atTop D`, since a limit at infinity depends only on large cutoffs.

```lean
/-- Two lines of areas `A` and `-A`, split by `D` and of common half-width `g`, all positive, have
zero total dichroic integral. Truncated at any cutoff `C` the integral is positive, and `C ^ 2`
times it tends to `A * g * D / π` as `C` goes to infinity. -/
theorem spurious_orbital_moment {A D g : ℝ} (hA : 0 < A) (hD : 0 < D) (hg : 0 < g) :
    ∫ E, dichroism A D g g E = 0 ∧ (∀ C, 0 < truncatedIntegral A D g g C) ∧
      Tendsto (fun C => C ^ 2 * truncatedIntegral A D g g C) atTop
        (𝓝 (A * g * D / π)) := by
  refine ⟨?_, fun C => ?_, ?_⟩
  · simp only [dichroism]
    rw [integral_sub ((integrable_lorentzian hg 0).const_mul A)
      ((integrable_lorentzian hg D).const_mul A), integral_const_mul, integral_const_mul,
      (lorentzian_area hg 0).2, (lorentzian_area hg D).2, sub_self]
  · obtain ⟨c, -, -, h⟩ := truncatedIntegral_mean hg hD A C
    rw [h, lorentzian]
    positivity
  · -- squeeze between the two line profiles
    have hlim : A * g * D / π = A * D * (g / π) := by ring
    rw [hlim]
    refine tendsto_of_tendsto_of_tendsto_of_le_of_le'
      ((lorentzian_tail hg 0).const_mul (A * D))
      ((lorentzian_tail hg D).const_mul (A * D)) ?_ ?_
    · filter_upwards [eventually_ge_atTop D] with C hC
      nlinarith [mul_le_mul_of_nonneg_left
        (truncatedIntegral_bounds hA hD hg hC).1.le (sq_nonneg C)]
    · filter_upwards [eventually_ge_atTop D] with C hC
      nlinarith [mul_le_mul_of_nonneg_left
        (truncatedIntegral_bounds hA hD hg hC).2.le (sq_nonneg C)]
```

Suppose that a calculated spectrum consists of discrete transitions broadened with Lorentzians on an energy grid, and that the total is read from the running integral at the last grid point instead of being summed from the discrete intensities. Take \(g=0.5\) eV, \(D=10\) eV and a grid ending at \(C=30\) eV. The discrete intensities sum to zero, but \(T_{g,g}(C)\approx0.0027\,A\). The leading law \(AgD/(\pi C^2)\) gives \(0.0018\,A\), which is too small because \(C\) is only three times \(D\). A grid that starts at a finite energy \(B\) yields \(T_{g,g}(C)-T_{g,g}(B)\) instead. For \(B=-200\) eV the subtracted term is only about \(0.00004\,A\), but for \(B=-10\) eV it is about \(0.0079\,A\), and the result becomes negative, about \(-0.0053\,A\). A window placed symmetrically about \(D/2\) makes the two terms cancel.

## Unequal widths: decay only as the inverse of the cutoff

The quadratic law relies on a cancellation between the tails of the two lines. A single unit line lacks the area

\[
M_{g,e}(C)=1-\int_{-\infty}^{C}L_{g,e}(E)\,dE=\frac12-\frac1\pi\arctan\frac{C-e}{g}=\frac1\pi\arctan\frac{g}{C-e},
\]

where the last form holds for \(C>e\). For \(C>0\) as well, put \(t=1/C\) and

\[
\varphi(t)=\frac1\pi\arctan\frac{gt}{1-et}.
\]

Then \(M_{g,e}(C)=\varphi(t)\) and \(\varphi(0)=0\), so \(C\,M_{g,e}(C)=[\varphi(t)-\varphi(0)]/t\) is a difference quotient. Its limit is \(\varphi'(0)=g/\pi\), by the quotient and chain rules at \(t=0\). The proof computes this derivative in `hd` and converts it into a limit of slopes with `hasDerivAt_iff_tendsto_slope_zero`.

```lean
/-- The area that a single unit line of half-width `g > 0` has above the cutoff `C`, multiplied by
`C`, tends to `g / π` as `C` goes to infinity. -/
theorem missing_area {g : ℝ} (hg : 0 < g) (e : ℝ) :
    Tendsto (fun C => C * (1 - ∫ E in Iic C, lorentzian g e E)) atTop (𝓝 (g / π)) := by
  -- the missing area is a differentiable function of t = 1 / C
  have hd : HasDerivAt (fun t => arctan (g * t / (1 - e * t)) / π) (g / π) 0 := by
    have hn : HasDerivAt (fun t : ℝ => g * t) g 0 := by
      simpa using (hasDerivAt_id' (0 : ℝ)).const_mul g
    have hm : HasDerivAt (fun t : ℝ => 1 - e * t) (-e) 0 := by
      simpa using ((hasDerivAt_id' (0 : ℝ)).const_mul e).const_sub 1
    have h := ((hn.fun_div hm (by norm_num)).arctan).div_const π
    exact h.congr_deriv (by simp)
  have hs := (hasDerivAt_iff_tendsto_slope_zero.mp hd).comp
    (tendsto_inv_atTop_nhdsGT_zero.mono_right
      (nhdsWithin_mono 0 fun x hx => (mem_Ioi.mp hx).ne'))
  refine hs.congr' ?_
  filter_upwards [eventually_gt_atTop 0, eventually_gt_atTop e] with C h0 he
  have hCe : 0 < C - e := sub_pos.mpr he
  have h1 : 1 - e * C⁻¹ = (C - e) / C := by field_simp
  have h2 : g * C⁻¹ / (1 - e * C⁻¹) = ((C - e) / g)⁻¹ := by
    rw [h1]
    field_simp
  have hpi : π / 2 / π = 1 / 2 := by field_simp
  rw [(lorentzian_area hg e).1]
  simp only [Function.comp_apply, zero_add, inv_inv, smul_eq_mul, mul_zero, zero_div,
    arctan_zero, sub_zero, h2, arctan_inv_of_pos (div_pos hCe hg)]
  rw [sub_div, hpi]
  ring
```

Each line area below the cutoff is one minus its missing area, so

\[
C\,T_{g,h}(C)=A\,C\,M_{h,D}(C)-A\,C\,M_{g,0}(C)\;\longrightarrow\;\frac{A\,(h-g)}{\pi}.
\]

This holds for all real \(A\) and \(D\) and all positive \(g\) and \(h\). For \(A\neq0\) and \(g\ne h\) the truncated integral, and with it the spurious moment, therefore decays only as \(1/C\), and at large enough \(C\) the integral has the sign of \(A(h-g)\). This case matters for spin–orbit-split edges, whose core-hole lifetimes, and with them the Lorentzian widths, generally differ. For \(h=g\) the limit is zero, consistent with the faster decay found above.

```lean
/-- For lines of half-widths `g, h > 0`, the cutoff `C` times the truncated dichroic integral tends
to `A * (h - g) / π` as `C` goes to infinity. -/
theorem unequal_widths {g h : ℝ} (hg : 0 < g) (hh : 0 < h) (A D : ℝ) :
    Tendsto (fun C => C * truncatedIntegral A D g h C) atTop
      (𝓝 (A * (h - g) / π)) := by
  have hl := ((missing_area hh D).const_mul A).sub ((missing_area hg 0).const_mul A)
  have hv : A * (h - g) / π = A * (h / π) - A * (g / π) := by ring
  rw [hv]
  refine hl.congr fun C => ?_
  rw [truncatedIntegral_eq hg hh]
  ring

end

end DichroismTruncation
```

```lean
#print axioms DichroismTruncation.spurious_orbital_moment
-- 'DichroismTruncation.spurious_orbital_moment' depends on axioms: [propext, Classical.choice, Quot.sound]
#print axioms DichroismTruncation.unequal_widths
-- 'DichroismTruncation.unequal_widths' depends on axioms: [propext, Classical.choice, Quot.sound]
```
